# Between adjacent levels that a source excites, each norm above a threshold is reached at two energies

A self-consistent-field program can treat exchange as a fixed source during an orbital solve, and adjust the energy in the resulting inhomogeneous equation until the orbital has norm one. If such a program assumes that normalisation fixes the energy, it may jump from one solution to another between iterations, or search where no solution exists. In a gap between two adjacent levels, both with nonzero source amplitude, the number of energies is zero, one or two, depending on how the required norm compares with a threshold.

## The equation in the eigenbasis

The equation is \((H-e)x=g\), with \(H\) a real symmetric matrix, such as a discretised radial Hamiltonian, \(g\) a real source held fixed, and \(e\) the energy. In an orthonormal eigenbasis of \(H\), let \(\lambda_k\) be the levels and \(b_k\) the components of \(g\). The equation becomes

\[
(\lambda_k-e)\,x_k=b_k \quad\text{for every } k .
\]

The Lean development starts from these component equations; the diagonalisation of \(H\) that leads to them is taken for granted. The index type `ι` is finite, `lam` and `b` hold the levels and amplitudes, and `p` and `q` label the two ends of the gap.

```lean
import Mathlib

open Set

namespace InhomogeneousNormalisation

noncomputable section

variable {ι : Type*} [Fintype ι] {lam b : ι → ℝ} {p q : ι}
```

When \(e\) is not a level, the solution is \(x_k=b_k/(\lambda_k-e)\), and its squared norm is

\[
f(e)=\sum_k \frac{b_k^2}{(\lambda_k-e)^2}.
\]

This function is called `normSq`. Despite the name, its argument is an energy, and the vector whose norm it gives is the solution.

```lean
/-- The sum of `b k ^ 2 / (lam k - e) ^ 2` over levels `lam k` with source amplitudes `b k`,
for an energy `e` different from every level. -/
def normSq (lam b : ι → ℝ) (e : ℝ) : ℝ := ∑ k, b k ^ 2 / (lam k - e) ^ 2
```

The energies sought are those in the open gap \((\lambda_p,\lambda_q)\) at which a solution with \(\sum_k x_k^2=c\) exists. The definition states the equation and the norm condition directly, without using \(f\). An orbital of unit norm corresponds to \(c=1\).

```lean
/-- The energies `e` between the levels `p` and `q` at which the inhomogeneous equation
`(H - e) x = b`, written in the eigenbasis of `H`, has a solution of squared norm `c`. -/
def normalisedEnergies (lam b : ι → ℝ) (p q : ι) (c : ℝ) : Set ℝ :=
  {e | e ∈ Ioo (lam p) (lam q) ∧
    ∃ x : ι → ℝ, (∀ k, lam k * x k - e * x k = b k) ∧ ∑ k, x k ^ 2 = c}
```

The two descriptions agree. Given a solution, substituting \(b_k=(\lambda_k-e)x_k\) into \(f(e)\) returns \(\sum_k x_k^2\). Conversely, if \(f(e)=c\), the explicit \(x_k\) above is a solution of squared norm \(c\). These are the two directions of the proof.

```lean
/-- At an energy different from every level, the inhomogeneous equation has a solution of
squared norm `c` exactly when the sum over levels equals `c`. -/
theorem solution_iff {e c : ℝ} (he : ∀ k, lam k ≠ e) :
    (∃ x : ι → ℝ, (∀ k, lam k * x k - e * x k = b k) ∧ ∑ k, x k ^ 2 = c) ↔
      normSq lam b e = c := by
  have hz : ∀ k, lam k - e ≠ 0 := fun k => sub_ne_zero.2 (he k)
  constructor
  · rintro ⟨x, hx, rfl⟩
    refine Finset.sum_congr rfl fun k _ => ?_
    rw [← hx k, div_eq_iff (pow_ne_zero 2 (hz k))]
    ring
  · intro h
    refine ⟨fun k => b k / (lam k - e), fun k => ?_, ?_⟩
    · have := hz k
      rw [← sub_mul]
      field_simp
    · simpa only [normSq, div_pow] using h
```

## A curve that lies above its tangents

Take nonzero \(u\neq w\) of the same sign. The tangent to \(1/w^2\) at \(u\) lies below the curve, because

\[
\frac1{w^2}-\left[\frac1{u^2}+\frac{2}{u^3}(u-w)\right]
=\frac{(u-w)^2\,(2uw+u^2)}{u^4w^2}>0 .
\]

In the proof, `field_simp` and `ring` establish the identity, and the remaining lines show that each factor is positive.

```lean
/-- The inverse square lies strictly above its tangent at `u` at every other point `w` of the
same sign. -/
theorem inverse_square_above_tangent {u w : ℝ} (h : 0 < u * w) (hne : u ≠ w) :
    1 / u ^ 2 + 2 / u ^ 3 * (u - w) < 1 / w ^ 2 := by
  have hu : u ≠ 0 := left_ne_zero_of_mul h.ne'
  have hw : w ≠ 0 := right_ne_zero_of_mul h.ne'
  have hd : u - w ≠ 0 := sub_ne_zero.2 hne
  have key : 1 / w ^ 2 - (1 / u ^ 2 + 2 / u ^ 3 * (u - w))
      = (u - w) ^ 2 * (2 * (u * w) + u ^ 2) / (u ^ 4 * w ^ 2) := by
    field_simp
    ring
  have h1 : 0 < (u - w) ^ 2 := pow_pos (abs_pos.2 hd) 2 |>.trans_eq (sq_abs _)
  have h2 : 0 < 2 * (u * w) + u ^ 2 := by nlinarith [sq_nonneg u]
  have h3 := div_pos (mul_pos h1 h2) (by positivity : 0 < u ^ 4 * w ^ 2)
  linarith
```

Now fix \(t\) in the gap and let \(e\neq t\) be another energy there. Put \(u=\lambda_k-t\) and \(w=\lambda_k-e\), so that \(u-w=e-t\). No level lies inside the gap, so \(u\) and \(w\) have the same sign for every \(k\). Multiplying by \(b_k^2\) and summing gives

\[
f(e)>f(t)+s\,(e-t),\qquad s=\sum_k\frac{2b_k^2}{(\lambda_k-t)^3}.
\]

Each term gives at least a weak inequality, and the term \(k=p\) gives a strict one because \(b_p\neq0\). The hypothesis `hgap` says that every level is at most \(\lambda_p\) or at least \(\lambda_q\), which allows degenerate levels.

```lean
/-- Between consecutive levels, the lower one having nonzero amplitude, the graph of the sum
over levels has at each `t` a line that it touches only there and otherwise exceeds. -/
theorem supporting_line (hgap : ∀ k, lam k ≤ lam p ∨ lam q ≤ lam k) (hp : b p ≠ 0)
    {t : ℝ} (ht : t ∈ Ioo (lam p) (lam q)) :
    ∃ s, ∀ e ∈ Ioo (lam p) (lam q), e ≠ t →
      normSq lam b t + s * (e - t) < normSq lam b e := by
  refine ⟨∑ k, 2 * b k ^ 2 / (lam k - t) ^ 3, fun e he hne => ?_⟩
  have same : ∀ k, 0 < (lam k - t) * (lam k - e) := by
    intro k
    rcases hgap k with h | h
    · exact mul_pos_of_neg_of_neg (by linarith [ht.1]) (by linarith [he.1])
    · exact mul_pos (by linarith [ht.2]) (by linarith [he.2])
  have tangent := fun k => inverse_square_above_tangent (same k) (fun h => hne (by linarith))
  unfold normSq
  rw [Finset.sum_mul, ← Finset.sum_add_distrib]
  -- every level contributes a weak inequality, level `p` a strict one
  refine Finset.sum_lt_sum (fun k _ => ?_) ⟨p, Finset.mem_univ p, ?_⟩
  · linear_combination mul_le_mul_of_nonneg_left (tangent k).le (sq_nonneg (b k))
  · linear_combination mul_lt_mul_of_pos_left (tangent p) (by positivity : 0 < b p ^ 2)
```

In the next statement \(x\) and \(y\) are energies, not solution vectors. It follows that for \(x<t<y\) in the gap, \(f(t)\) is smaller than \(f(x)\) or \(f(y)\). If \(s\ge0\), the line does not fall towards \(y\), so \(f(y)>f(t)\). If \(s\le0\), the same argument applies at \(x\). The proof splits on the sign of \(s\) in the same way.

```lean
/-- Of three energies between consecutive levels, the lower level having nonzero amplitude,
the middle one gives a smaller sum than at least one of the outer two. -/
theorem middle_lower (hgap : ∀ k, lam k ≤ lam p ∨ lam q ≤ lam k) (hp : b p ≠ 0)
    {x t y : ℝ} (hx : lam p < x) (hxt : x < t) (hty : t < y) (hy : y < lam q) :
    normSq lam b t < normSq lam b x ∨ normSq lam b t < normSq lam b y := by
  obtain ⟨s, hs⟩ := supporting_line hgap hp (t := t) ⟨by linarith, by linarith⟩
  rcases le_total 0 s with h | h
  · right
    nlinarith [hs y ⟨by linarith, hy⟩ hty.ne', mul_nonneg h (sub_nonneg.2 hty.le)]
  · left
    nlinarith [hs x ⟨hx, by linarith⟩ hxt.ne,
      mul_nonneg (neg_nonneg.2 h) (sub_nonneg.2 hxt.le)]
```

## Growth at the ends of the gap

Let \(b_k\neq0\) and let \(C\) be any bound. If \(0<|\lambda_k-e|\le |b_k|/(|C|+1)\), then

\[
f(e)\ge\frac{b_k^2}{(\lambda_k-e)^2}\ge(|C|+1)^2>C .
\]

The first inequality holds because every term of the sum is nonnegative. The level itself is excluded, since Lean assigns the value zero to a division by zero.

```lean
/-- Sufficiently near a level with nonzero amplitude, but not at the level itself, the sum over
levels exceeds any given bound `C`. -/
theorem large_near_level {k : ι} (hk : b k ≠ 0) (C : ℝ) :
    ∃ d > 0, ∀ e, e ≠ lam k → |lam k - e| ≤ d → C < normSq lam b e := by
  have hC : 0 < |C| + 1 := by positivity
  refine ⟨|b k| / (|C| + 1), by positivity, fun e hne hd => ?_⟩
  have hu : 0 < |lam k - e| := abs_pos.2 (sub_ne_zero.2 hne.symm)
  rw [le_div_iff₀ hC] at hd
  have hsq := pow_le_pow_left₀ (by positivity) hd 2
  have hlt : C < (|C| + 1) ^ 2 := by nlinarith [le_abs_self C, abs_nonneg C]
  have hterm : C < b k ^ 2 / (lam k - e) ^ 2 := by
    rw [← sq_abs (b k), ← sq_abs (lam k - e), lt_div_iff₀ (pow_pos hu 2)]
    nlinarith [mul_lt_mul_of_pos_right hlt (pow_pos hu 2)]
  exact hterm.trans_le (Finset.single_le_sum
    (f := fun j => b j ^ 2 / (lam j - e) ^ 2) (fun j _ => by positivity) (Finset.mem_univ k))
```

## One minimum and two crossings

Choose any \(t\) in the gap. By the growth at both ends, there are \(a<t<z\) in the gap such that \(f>f(t)\) on \((\lambda_p,a]\) and on \([z,\lambda_q)\). The continuous function \(f\) has a minimum on \([a,z]\), at some \(e_0\), and \(f(e_0)\le f(t)\) makes it a minimum on the whole gap.

For any other \(e\) in the gap, let \(r=(e+e_0)/2\). Adding the supporting-line inequalities for \(r\) at \(e\) and at \(e_0\) cancels the slope terms:

\[
f(e)+f(e_0)>2f(r)\ge2f(e_0).
\]

Hence \(f(e)>f(e_0)\), and the minimum is unique.

Let \(c>f(e_0)\). Since \(f\) exceeds \(c\) near both ends, the intermediate value theorem gives \(e_1<e_0<e_2\) with \(f(e_1)=f(e_2)=c\). A third such energy would give three equal values, which `middle_lower` forbids; the proof checks the three possible positions of the extra energy.

```lean
/-- Between consecutive levels with nonzero amplitudes the sum over levels has a unique minimum,
and every larger value is taken exactly twice, once on each side of the minimum. -/
theorem minimum_and_two_energies (hpq : lam p < lam q)
    (hgap : ∀ k, lam k ≤ lam p ∨ lam q ≤ lam k) (hp : b p ≠ 0) (hq : b q ≠ 0) :
    ∃ e₀ ∈ Ioo (lam p) (lam q),
      (∀ e ∈ Ioo (lam p) (lam q), e ≠ e₀ → normSq lam b e₀ < normSq lam b e) ∧
      ∀ c, normSq lam b e₀ < c → ∃ e₁ ∈ Ioo (lam p) e₀, ∃ e₂ ∈ Ioo e₀ (lam q),
        ∀ e ∈ Ioo (lam p) (lam q), normSq lam b e = c ↔ e = e₁ ∨ e = e₂ := by
  have cont : ContinuousOn (normSq lam b) (Ioo (lam p) (lam q)) := by
    unfold normSq
    refine continuousOn_finsetSum _ fun k _ => ContinuousOn.div (by fun_prop) (by fun_prop)
      fun e he => pow_ne_zero 2 (sub_ne_zero.2 ?_)
    rcases hgap k with h | h
    · exact (h.trans_lt he.1).ne
    · exact (he.2.trans_le h).ne'
  have left : ∀ C t, lam p < t → ∃ a, lam p < a ∧ a < t ∧
      ∀ e, lam p < e → e ≤ a → C < normSq lam b e := by
    intro C t ht
    obtain ⟨d, hd, h⟩ := large_near_level (lam := lam) hp C
    refine ⟨min (lam p + d) ((lam p + t) / 2), lt_min (by linarith) (by linarith),
      (min_le_right _ _).trans_lt (by linarith), fun e h1 h2 => h e h1.ne' ?_⟩
    have := h2.trans (min_le_left _ _)
    exact abs_le.2 ⟨by linarith, by linarith⟩
  have right : ∀ C t, t < lam q → ∃ a, t < a ∧ a < lam q ∧
      ∀ e, a ≤ e → e < lam q → C < normSq lam b e := by
    intro C t ht
    obtain ⟨d, hd, h⟩ := large_near_level (lam := lam) hq C
    refine ⟨max (lam q - d) ((lam q + t) / 2), lt_of_lt_of_le (by linarith) (le_max_right _ _),
      max_lt (by linarith) (by linarith), fun e h1 h2 => h e h2.ne ?_⟩
    have := (le_max_left _ _).trans h1
    exact abs_le.2 ⟨by linarith, by linarith⟩
  -- a minimum on a compact part of the gap is a minimum on the whole gap
  obtain ⟨t, hpt, htq⟩ := exists_between hpq
  obtain ⟨a, hpa, hat, ha⟩ := left (normSq lam b t) t hpt
  obtain ⟨z, htz, hzq, hz⟩ := right (normSq lam b t) t htq
  obtain ⟨e₀, he₀, hmin⟩ := isCompact_Icc.exists_isMinOn ⟨t, hat.le, htz.le⟩
    (cont.mono (Icc_subset_Ioo hpa hzq))
  have hmin' := isMinOn_iff.1 hmin
  have h0p : lam p < e₀ := hpa.trans_le he₀.1
  have h0q : e₀ < lam q := he₀.2.trans_lt hzq
  have hle : ∀ e ∈ Ioo (lam p) (lam q), normSq lam b e₀ ≤ normSq lam b e := by
    intro e he
    have h0t := hmin' t ⟨hat.le, htz.le⟩
    rcases le_total e a with h | h
    · exact h0t.trans (ha e he.1 h).le
    · rcases le_total z e with h' | h'
      · exact h0t.trans (hz e h' he.2).le
      · exact hmin' e ⟨h, h'⟩
  refine ⟨e₀, ⟨h0p, h0q⟩, fun e he hne => ?_, fun c hc => ?_⟩
  · -- a second minimum would be undercut at the midpoint
    have hm : (e + e₀) / 2 ∈ Ioo (lam p) (lam q) :=
      ⟨by linarith [he.1], by linarith [he.2]⟩
    obtain ⟨s, hs⟩ := supporting_line hgap hp hm
    have h1 := hs e he (fun h => hne (by linarith))
    have h2 := hs e₀ ⟨h0p, h0q⟩ (fun h => hne (by linarith))
    linarith [hle _ hm]
  · -- one energy on each side by the intermediate value theorem
    obtain ⟨x, hpx, hx0, hx⟩ := left c e₀ h0p
    obtain ⟨y, h0y, hyq, hy⟩ := right c e₀ h0q
    obtain ⟨e₁, h₁, hf₁⟩ := intermediate_value_Icc' hx0.le
      (cont.mono (Icc_subset_Ioo hpx h0q)) ⟨hc.le, (hx x hpx le_rfl).le⟩
    obtain ⟨e₂, h₂, hf₂⟩ := intermediate_value_Icc h0y.le
      (cont.mono (Icc_subset_Ioo h0p hyq)) ⟨hc.le, (hy y le_rfl hyq).le⟩
    have h10 : e₁ < e₀ := lt_of_le_of_ne h₁.2 (fun h => by rw [h] at hf₁; linarith)
    have h02 : e₀ < e₂ := lt_of_le_of_ne h₂.1 (fun h => by rw [← h] at hf₂; linarith)
    have hp1 : lam p < e₁ := hpx.trans_le h₁.1
    have h2q : e₂ < lam q := h₂.2.trans_lt hyq
    refine ⟨e₁, ⟨hp1, h10⟩, e₂, ⟨h02, h2q⟩, fun e he => ⟨fun hf => ?_, ?_⟩⟩
    · -- a third energy would put one of three equal values below another
      by_contra hcon
      obtain ⟨n1, n2⟩ := not_or.1 hcon
      rcases lt_or_gt_of_ne n1 with h | h
      · rcases middle_lower hgap hp he.1 h (h10.trans h02) h2q with h' | h' <;> linarith
      · rcases lt_or_gt_of_ne n2 with h3 | h3
        · rcases middle_lower hgap hp hp1 h h3 h2q with h' | h' <;> linarith
        · rcases middle_lower hgap hp hp1 (h10.trans h02) h3 he.2 with h' | h' <;> linarith
    · rintro (rfl | rfl)
      · exact hf₁
      · exact hf₂
```

With \(m=f(e_0)\), the equivalence `solution_iff` carries this back to the original equation. No energy in the gap gives \(c<m\), exactly one gives \(c=m\), and exactly two give each \(c>m\). In Lean, the set `normalisedEnergies lam b p q c` is respectively empty, `{e₀}`, or `{e₁, e₂}` with `e₁ < e₂`.

```lean
/-- Between consecutive levels with nonzero source amplitudes, there is a threshold `m` for the
squared norm: a value `c < m` is met at no energy in the gap, the value `m` at exactly one, and each
value `c > m` at exactly two. -/
theorem normalisation_leaves_two_energies (hpq : lam p < lam q)
    (hgap : ∀ k, lam k ≤ lam p ∨ lam q ≤ lam k) (hp : b p ≠ 0) (hq : b q ≠ 0) :
    ∃ m : ℝ, (∀ c < m, normalisedEnergies lam b p q c = ∅) ∧
      (∃ e₀, normalisedEnergies lam b p q m = {e₀}) ∧
      ∀ c > m, ∃ e₁ e₂, e₁ < e₂ ∧ normalisedEnergies lam b p q c = {e₁, e₂} := by
  have hmem : ∀ c e, e ∈ normalisedEnergies lam b p q c ↔
      e ∈ Ioo (lam p) (lam q) ∧ normSq lam b e = c := by
    intro c e
    rw [normalisedEnergies, Set.mem_ofPred_eq]
    refine and_congr_right fun he => solution_iff fun k => ?_
    rcases hgap k with h | h
    · exact (h.trans_lt he.1).ne
    · exact (he.2.trans_le h).ne'
  obtain ⟨e₀, he₀, hmin, htwo⟩ := minimum_and_two_energies hpq hgap hp hq
  refine ⟨normSq lam b e₀, fun c hc => ?_, ⟨e₀, ?_⟩, fun c hc => ?_⟩
  · refine eq_empty_iff_forall_notMem.2 fun e he => ?_
    obtain ⟨h1, h2⟩ := (hmem c e).1 he
    by_cases h : e = e₀
    · rw [h] at h2
      linarith
    · linarith [hmin e h1 h]
  · ext e
    rw [hmem, mem_singleton_iff]
    refine ⟨fun h => ?_, fun h => by rw [h]; exact ⟨he₀, rfl⟩⟩
    by_contra hne
    linarith [hmin e h.1 hne, h.2]
  · obtain ⟨e₁, h₁, e₂, h₂, hiff⟩ := htwo c hc
    refine ⟨e₁, e₂, h₁.2.trans h₂.1, ?_⟩
    ext e
    rw [hmem, mem_insert_iff, mem_singleton_iff]
    refine ⟨fun h => (hiff e h.1).1 h.2, fun h => ?_⟩
    have he : e ∈ Ioo (lam p) (lam q) := by
      rcases h with h | h <;> rw [h]
      · exact ⟨h₁.1, h₁.2.trans he₀.2⟩
      · exact ⟨he₀.1.trans h₂.1, h₂.2⟩
    exact ⟨he, (hiff e he).2 h⟩

end

end InhomogeneousNormalisation
```

```lean
#print axioms InhomogeneousNormalisation.normalisation_leaves_two_energies
```

```
'InhomogeneousNormalisation.normalisation_leaves_two_energies' depends on axioms: [propext, Classical.choice, Quot.sound]
```

## Unit norm, and a source that misses a level

For a finite matrix and a fixed source, such a gap contains two energies with a normalised orbital when \(m<1\), one when \(m=1\) and none when \(m>1\). When there are two, the norm condition alone does not say which to keep. The theorem concerns a single solve: it says nothing about how the source changes between iterations, or about a continuous spectrum.

If the source has no component at the lower level, the conclusion can fail. Take just two levels, \(\lambda_p=0\) and \(\lambda_q=1\), with \(b_p=0\) and \(b_q=1\). Then \(f(e)=1/(1-e)^2\) increases strictly from 1 to infinity on \((0,1)\). It has no minimum there, and each \(c>1\) is reached at one energy only.
